# Keeping the k largest overlap eigenvalues gives the least total squared error among subspaces of dimension at most k

Let $v_i$ be $n$ basis functions, some of them nearly linear combinations of the others. Their overlap matrix is $S_{ij}=\langle v_i,v_j\rangle$, with the inner product conjugate-linear in its first argument. Its eigenvalues are $\lambda_a$, and the columns of a unitary matrix $U$ are its eigenvectors. For a subspace $W$ with orthogonal projection $P_W$, the total squared error is

$$R(W)=\sum_i\|v_i-P_Wv_i\|^2 .$$

The problem is to find the subspace of dimension at most $k$ that makes $R(W)$ smallest.

## Overlap matrix, canonical vectors and error

```lean
import Mathlib

open Matrix Module

namespace CanonicalTruncation

noncomputable section

variable {ι E : Type*} [Fintype ι] [DecidableEq ι] [NormedAddCommGroup E]
  [InnerProductSpace ℂ E]
```

The finite type `ι` holds the labels of the basis functions, and `E` is the complex inner-product space in which they live.

```lean
/-- The overlap matrix `S i j = ⟨v i, v j⟩` of a family of vectors. -/
def overlap (v : ι → E) : Matrix ι ι ℂ := Matrix.of fun i j => inner ℂ (v i) (v j)
```

This is $S_{ij}=\langle v_i,v_j\rangle$. The family `v` is arbitrary: it may be linearly dependent, and its members need not be normalised.

```lean
omit [Fintype ι] [DecidableEq ι] in
/-- The overlap matrix is Hermitian. -/
theorem overlap_isHermitian (v : ι → E) : (overlap v).IsHermitian := by
  ext i j
  exact inner_conj_symm (v i) (v j)
```

$S$ is Hermitian, because $\overline{\langle v_j,v_i\rangle}=\langle v_i,v_j\rangle$.

```lean
/-- The eigenvalues of the overlap matrix. -/
def eigval (v : ι → E) : ι → ℝ := (overlap_isHermitian v).eigenvalues
```

The real number `eigval v a` is $\lambda_a$. The eigenvalues carry the same labels as the basis functions, and no ordering of the labels is used.

```lean
/-- The unitary matrix whose columns are eigenvectors of the overlap matrix. -/
def eigvec (v : ι → E) : Matrix ι ι ℂ := (overlap_isHermitian v).eigenvectorUnitary
```

The entry `eigvec v i a` is $U_{ia}$, component $i$ of eigenvector $a$.

```lean
/-- The unnormalised canonical vector: the vectors `v i` combined with the coefficients of
the overlap eigenvector `a`. -/
def canonicalVector (v : ι → E) (a : ι) : E := ∑ i, eigvec v i a • v i
```

This is $u_a=\sum_i U_{ia}v_i$. Textbook canonical orthogonalisation uses the normalised vector $u_a/\sqrt{\lambda_a}$, for $\lambda_a>0$; here the factor is left out.

```lean
/-- The sum of squared distances from the vectors `v i` to the subspace `W`. -/
def residual [FiniteDimensional ℂ E] (v : ι → E) (W : Submodule ℂ E) : ℝ :=
  ∑ i, ‖v i - W.starProjection (v i)‖ ^ 2
```

This is $R(W)$, with `W.starProjection` for $P_W$. From here on, wherever a projection appears, `E` is finite-dimensional.

```lean
/-- The set `T` is leading if no overlap eigenvalue outside `T` exceeds one inside `T`. -/
def IsLeading (v : ι → E) (T : Finset ι) : Prop :=
  ∀ a ∈ T, ∀ b ∉ T, eigval v b ≤ eigval v a
```

A set $T$ of labels is leading if $\lambda_b\le\lambda_a$ whenever $a\in T$ and $b\notin T$. Discarding every eigenvalue below a threshold leaves such a set. With degenerate eigenvalues there can be several leading sets of the same size.

```lean
/-- The span of the canonical vectors with index in `T`. -/
def canonicalSpace (v : ι → E) (T : Finset ι) : Submodule ℂ E :=
  Submodule.span ℂ (Set.range fun a : T => canonicalVector v a)
```

This is the space kept by the truncation, the span of the $u_a$ with $a\in T$.

```lean
/-- For every `k` up to the number of vectors there is a leading set of `k` indices. -/
theorem exists_isLeading (v : ι → E) (k : ℕ) (hk : k ≤ Fintype.card ι) :
    ∃ T : Finset ι, T.card = k ∧ IsLeading v T := by
  induction k with
  | zero => exact ⟨∅, rfl, fun a ha => by simp at ha⟩
  | succ k ih =>
    obtain ⟨T, hc, hT⟩ := ih (by omega)
    have hne : Tᶜ.Nonempty := by
      rw [← Finset.card_pos, Finset.card_compl]
      omega
    -- add the largest eigenvalue not yet kept
    obtain ⟨m, hm, hmax⟩ := Finset.exists_max_image Tᶜ (eigval v) hne
    refine ⟨insert m T, by rw [Finset.card_insert_of_notMem (Finset.mem_compl.mp hm), hc], ?_⟩
    intro a ha b hb
    have hbT : b ∉ T := fun h => hb (Finset.mem_insert_of_mem h)
    rcases Finset.mem_insert.mp ha with rfl | ha
    · exact hmax b (Finset.mem_compl.mpr hbT)
    · exact hT a ha b hbT
```

A leading set of size $k$ exists for every $k\le n$. The proof is by induction: start from the empty set and keep adding the label of the largest eigenvalue not yet included.

## The canonical vectors are orthogonal

```lean
omit [DecidableEq ι] in
/-- Under a linear change of basis `U` the overlap matrix becomes `Uᴴ S U`. -/
theorem overlap_mix (U : Matrix ι ι ℂ) (x : ι → E) :
    overlap (fun a => ∑ i, U i a • x i) = Uᴴ * overlap x * U := by
  ext a b
  simp only [overlap, Matrix.of_apply, Matrix.mul_apply, Matrix.conjTranspose_apply,
    Finset.sum_mul]
  rw [inner_sum]
  refine Finset.sum_congr rfl fun j _ => ?_
  rw [sum_inner]
  refine Finset.sum_congr rfl fun i _ => ?_
  rw [inner_smul_left, inner_smul_right, starRingEnd_apply]
  ring
```

For any square matrix $U$ and any vectors $x_i$,

$$\Big\langle\sum_iU_{ia}x_i,\sum_jU_{jb}x_j\Big\rangle=\sum_{ij}\overline{U_{ia}}\,\langle x_i,x_j\rangle\,U_{jb},$$

which is the $(a,b)$ entry of $U^\dagger SU$, with $S$ the overlap matrix of the $x_i$. The proof expands both sums and compares them term by term.

```lean
/-- The squared norm of each canonical vector is its overlap eigenvalue, and different
canonical vectors are orthogonal. -/
theorem canonicalVector_orthogonal (v : ι → E) :
    (∀ a, ‖canonicalVector v a‖ ^ 2 = eigval v a) ∧
      ∀ a b, a ≠ b → inner ℂ (canonicalVector v a) (canonicalVector v b) = 0 := by
  have hS : overlap v * eigvec v
      = eigvec v * Matrix.diagonal (fun a => (eigval v a : ℂ)) := by
    ext i b
    have h := congrFun ((overlap_isHermitian v).mulVec_eigenvectorBasis b) i
    rw [Matrix.mul_diagonal, mul_comm (eigvec v i b)]
    simpa [Matrix.mul_apply, Matrix.mulVec, dotProduct, overlap, eigvec, eigval,
      Matrix.IsHermitian.eigenvectorUnitary_apply] using h
  have hU : (eigvec v)ᴴ * eigvec v = 1 :=
    Matrix.mem_unitaryGroup_iff'.mp (overlap_isHermitian v).eigenvectorUnitary.2
  have h : overlap (canonicalVector v) = Matrix.diagonal (fun a => (eigval v a : ℂ)) := by
    rw [show canonicalVector v = fun a => ∑ i, eigvec v i a • v i from rfl, overlap_mix,
      Matrix.mul_assoc, hS, ← Matrix.mul_assoc, hU, Matrix.one_mul]
  refine ⟨fun a => ?_, fun a b hab =>
    (congrFun (congrFun h a) b).trans (Matrix.diagonal_apply_ne _ hab)⟩
  have h' : inner ℂ (canonicalVector v a) (canonicalVector v a) = (eigval v a : ℂ) :=
    (congrFun (congrFun h a) a).trans (Matrix.diagonal_apply_eq _ _)
  rw [← inner_self_eq_norm_sq (𝕜 := ℂ), h']
  exact Complex.ofReal_re _
```

The eigenvalue equation is $SU=U\Lambda$ with $\Lambda$ diagonal (`hS`), and unitarity is $U^\dagger U=1$ (`hU`). The overlap matrix of the canonical vectors is therefore $U^\dagger SU=U^\dagger U\Lambda=\Lambda$. Its entries say that

$$\|u_a\|^2=\lambda_a,\qquad \langle u_a,u_b\rangle=0\quad(a\ne b).$$

So $\lambda_a\ge0$, and a zero eigenvalue means $u_a=0$, an exact linear dependence among the $v_i$.

## Two bounds on weights

```lean
/-- Weights between 0 and 1 with total at most the size of `T` collect no more from a
nonnegative spectrum than `T` does, if `T` holds its largest values. -/
theorem weighted_sum_le (l p : ι → ℝ) (T : Finset ι) (hl : ∀ a, 0 ≤ l a)
    (hp0 : ∀ a, 0 ≤ p a) (hp1 : ∀ a, p a ≤ 1) (hp : ∑ a, p a ≤ T.card)
    (hT : ∀ a ∈ T, ∀ b ∉ T, l b ≤ l a) : ∑ a, l a * p a ≤ ∑ a ∈ T, l a := by
  -- a threshold separating kept from discarded values
  obtain ⟨μ, h0, h1, h2⟩ : ∃ μ : ℝ, 0 ≤ μ ∧ (∀ a ∈ T, μ ≤ l a) ∧ ∀ b ∉ T, l b ≤ μ := by
    rcases Tᶜ.eq_empty_or_nonempty with h | h
    · refine ⟨0, le_rfl, fun a _ => hl a, fun b hb => ?_⟩
      have hb' := Finset.mem_compl.mpr hb
      simp [h] at hb'
    · obtain ⟨m, hm, hmax⟩ := Finset.exists_max_image Tᶜ l h
      exact ⟨l m, hl m, fun a ha => hT a ha m (Finset.mem_compl.mp hm),
        fun b hb => hmax b (Finset.mem_compl.mpr hb)⟩
  have hle : ∑ a, l a * p a ≤ ∑ a, (μ * p a + if a ∈ T then l a - μ else 0) := by
    refine Finset.sum_le_sum fun a _ => ?_
    split_ifs with ha
    · nlinarith [mul_nonneg (sub_nonneg.mpr (h1 a ha)) (sub_nonneg.mpr (hp1 a))]
    · nlinarith [mul_nonneg (sub_nonneg.mpr (h2 a ha)) (hp0 a)]
  rw [Finset.sum_add_distrib, ← Finset.mul_sum, Finset.sum_ite_mem, Finset.univ_inter,
    Finset.sum_sub_distrib, Finset.sum_const, nsmul_eq_mul] at hle
  nlinarith [mul_le_mul_of_nonneg_left hp h0]
```

This is a statement about real numbers. Let $l_a\ge0$ and $0\le p_a\le1$, with $\sum_ap_a\le|T|$, and let $T$ hold the largest $l_a$. Then $\sum_al_ap_a\le\sum_{a\in T}l_a$.

By hand, let $\mu$ be the largest $l_b$ outside $T$, or $0$ if nothing is outside. For $a\in T$, the inequality $(l_a-\mu)(1-p_a)\ge0$ gives $l_ap_a\le\mu p_a+(l_a-\mu)$. For $a\notin T$, $l_ap_a\le\mu p_a$. Summing,

$$\sum_al_ap_a\le\mu\Big(\sum_ap_a-|T|\Big)+\sum_{a\in T}l_a\le\sum_{a\in T}l_a .$$

```lean
variable [FiniteDimensional ℂ E]

/-- The squared distance to a subspace is the squared norm minus that of the projection. -/
theorem norm_sub_proj_sq (W : Submodule ℂ E) (x : E) :
    ‖x - W.starProjection x‖ ^ 2 = ‖x‖ ^ 2 - ‖W.starProjection x‖ ^ 2 := by
  have h := norm_add_sq (𝕜 := ℂ) (x - W.starProjection x) (W.starProjection x)
  rw [sub_add_cancel, W.starProjection_inner_eq_zero x _ (W.starProjection_apply_mem x),
    map_zero] at h
  linarith
```

This is Pythagoras. Since $x-P_Wx$ is orthogonal to $P_Wx$, $\|x-P_Wx\|^2=\|x\|^2-\|P_Wx\|^2$.

```lean
/-- Orthonormal vectors have total weight at most `dim W` in a subspace `W`. -/
theorem sum_proj_le {κ : Type*} [Fintype κ] (W : Submodule ℂ E) {e : κ → E}
    (he : Orthonormal ℂ e) : ∑ a, ‖W.starProjection (e a)‖ ^ 2 ≤ finrank ℂ W := by
  let w := stdOrthonormalBasis ℂ W
  have h1 : ∀ x : E, ‖W.starProjection x‖ ^ 2 = ∑ j, ‖inner ℂ x (w j : E)‖ ^ 2 := by
    intro x
    have h := w.sum_sq_norm_inner_left ⟨W.starProjection x, W.starProjection_apply_mem x⟩
    refine h.symm.trans (Finset.sum_congr rfl fun j _ => ?_)
    have h' := W.starProjection_inner_eq_zero x (w j) (w j).2
    rw [inner_sub_left, sub_eq_zero] at h'
    rw [h']
    rfl
  simp only [h1]
  rw [Finset.sum_comm]
  -- Bessel's inequality for each basis vector of `W`
  calc _ ≤ ∑ _j : Fin (finrank ℂ W), (1 : ℝ) := by
        refine Finset.sum_le_sum fun j _ => ?_
        have hb := he.sum_inner_products_le (w j : E) (s := Finset.univ)
        have hw : ‖(w j : E)‖ = 1 := w.orthonormal.1 j
        rwa [hw, one_pow] at hb
    _ = _ := by simp
```

Let $e_a$ be orthonormal and let $w_j$ be an orthonormal basis of $W$. Then $\|P_We_a\|^2=\sum_j|\langle e_a,w_j\rangle|^2$, which is `h1`. Exchanging the sums and applying Bessel's inequality to each $w_j$ gives

$$\sum_a\|P_We_a\|^2=\sum_j\sum_a|\langle e_a,w_j\rangle|^2\le\sum_j\|w_j\|^2=\dim W .$$

In Lean the dimension is `finrank ℂ W`.

## The error in terms of canonical vectors

```lean
/-- The canonical vectors have the same total squared distance to `W` as the `v i`. -/
theorem residual_eq (v : ι → E) (W : Submodule ℂ E) : residual v W
    = ∑ a, ‖canonicalVector v a - W.starProjection (canonicalVector v a)‖ ^ 2 := by
  have hU : eigvec v * (eigvec v)ᴴ = 1 :=
    Matrix.mem_unitaryGroup_iff.mp (overlap_isHermitian v).eigenvectorUnitary.2
  have ht : ∀ y : ι → E, ∑ i, ‖y i‖ ^ 2 = (overlap y).trace.re := by
    intro y
    rw [Matrix.trace, Complex.re_sum]
    exact Finset.sum_congr rfl fun i _ => (inner_self_eq_norm_sq (𝕜 := ℂ) (y i)).symm
  have hx : (fun a => canonicalVector v a - W.starProjection (canonicalVector v a))
      = fun a => ∑ i, eigvec v i a • (v i - W.starProjection (v i)) := by
    funext a
    simp only [canonicalVector, smul_sub, Finset.sum_sub_distrib, map_sum, map_smul]
  unfold residual
  -- the trace of the overlap matrix is invariant under the unitary mixing
  rw [ht (fun i => v i - W.starProjection (v i)),
    ht (fun a => canonicalVector v a - W.starProjection (canonicalVector v a)), hx,
    overlap_mix, Matrix.trace_mul_comm, ← Matrix.mul_assoc, hU, Matrix.one_mul]
```

Write $r_i=v_i-P_Wv_i$ and let $G$ be the overlap matrix of the $r_i$, so that $R(W)=\operatorname{tr}G$ (`ht`). Projection is linear, hence $u_a-P_Wu_a=\sum_iU_{ia}r_i$ (`hx`). The total squared error of the canonical vectors is then

$$\operatorname{tr}(U^\dagger GU)=\operatorname{tr}(UU^\dagger G)=\operatorname{tr}G=R(W).$$

```lean
/-- The span of the canonical vectors in `T` has residual equal to the sum of the overlap
eigenvalues outside `T`. -/
theorem residual_canonicalSpace (v : ι → E) (T : Finset ι) :
    residual v (canonicalSpace v T) = ∑ a ∈ Tᶜ, eigval v a := by
  obtain ⟨hn, horth⟩ := canonicalVector_orthogonal v
  rw [residual_eq, ← Finset.sum_add_sum_compl T]
  have hin : ∀ a ∈ T, ‖canonicalVector v a
      - (canonicalSpace v T).starProjection (canonicalVector v a)‖ ^ 2 = 0 := by
    intro a ha
    have hmem : canonicalVector v a ∈ canonicalSpace v T :=
      Submodule.subset_span ⟨⟨a, ha⟩, rfl⟩
    rw [Submodule.starProjection_eq_self_iff.mpr hmem, sub_self, norm_zero,
      zero_pow two_ne_zero]
  rw [Finset.sum_eq_zero hin, zero_add]
  refine Finset.sum_congr rfl fun a ha => ?_
  -- a discarded canonical vector is orthogonal to the kept space
  have hz : (canonicalSpace v T).starProjection (canonicalVector v a) = 0 := by
    refine Submodule.eq_starProjection_of_mem_of_inner_eq_zero (Submodule.zero_mem _) ?_
    intro w hw
    rw [sub_zero]
    unfold canonicalSpace at hw
    induction hw using Submodule.span_induction with
    | mem x hx =>
      obtain ⟨b, rfl⟩ := hx
      exact horth a b fun h => Finset.mem_compl.mp ha (h ▸ b.2)
    | zero => exact inner_zero_right _
    | add x y _ _ hx hy => rw [inner_add_right, hx, hy, add_zero]
    | smul c x _ hx => rw [inner_smul_right, hx, mul_zero]
  rw [hz, sub_zero]
  exact hn a
```

Take $W$ to be the kept canonical space. A vector $u_a$ with $a\in T$ lies in $W$ and contributes nothing (`hin`). A vector $u_a$ with $a\notin T$ is orthogonal to every spanning vector, hence by linearity to all of $W$; its projection vanishes (`hz`) and it contributes $\|u_a\|^2=\lambda_a$. So $R(W)=\sum_{a\notin T}\lambda_a$. This holds for any $T$, leading or not.

## Optimality of the truncation

```lean
/-- Canonical truncation is optimal: for a leading set `T`, the sum of the discarded overlap
eigenvalues is the least residual among subspaces of dimension at most the size of `T`. -/
theorem canonical_truncation_optimal (v : ι → E) (T : Finset ι) (hT : IsLeading v T) :
    IsLeast {r | ∃ W : Submodule ℂ E, finrank ℂ W ≤ T.card ∧ r = residual v W}
      (∑ a ∈ Tᶜ, eigval v a) := by
  refine ⟨⟨canonicalSpace v T,
    (finrank_range_le_card (R := ℂ) (fun a : T => canonicalVector v a)).trans_eq
      (Fintype.card_coe T), (residual_canonicalSpace v T).symm⟩, ?_⟩
  rintro r ⟨W, hW, rfl⟩
  obtain ⟨hn, horth⟩ := canonicalVector_orthogonal v
  have h0 : ∀ a, 0 ≤ eigval v a := fun a => by rw [← hn]; positivity
  have hP : ∀ a, ‖W.starProjection (canonicalVector v a)‖ ^ 2 ≤ eigval v a := by
    intro a
    have h := norm_sub_proj_sq W (canonicalVector v a)
    linarith [sq_nonneg ‖canonicalVector v a - W.starProjection (canonicalVector v a)‖, hn a]
  -- normalise the canonical vectors of nonzero eigenvalue
  have ho : Orthonormal ℂ (fun a : {a // 0 < eigval v a} =>
      (((√(eigval v a))⁻¹ : ℝ) : ℂ) • canonicalVector v a) := by
    constructor
    · intro a
      have h : ‖canonicalVector v a‖ = √(eigval v a) := by
        rw [← hn, Real.sqrt_sq (norm_nonneg _)]
      have hs := Real.sqrt_pos.mpr a.2
      rw [norm_smul, h, Complex.norm_real, Real.norm_eq_abs, abs_of_pos (inv_pos.mpr hs),
        inv_mul_cancel₀ hs.ne']
    · intro a b hab
      change inner ℂ (_ • _) (_ • _) = (0 : ℂ)
      rw [inner_smul_left, inner_smul_right, horth _ _ (fun h => hab (Subtype.ext h)),
        mul_zero, mul_zero]
  have hsum : ∑ a, ‖W.starProjection (canonicalVector v a)‖ ^ 2 / eigval v a ≤ T.card := by
    rw [← Fintype.sum_subtype_add_sum_subtype (fun a => 0 < eigval v a)]
    rw [Finset.sum_eq_zero (s := (Finset.univ : Finset {a // ¬ 0 < eigval v a}))
      (fun a _ => by rw [le_antisymm (not_lt.mp a.2) (h0 a), div_zero]), add_zero]
    refine le_trans (le_of_eq ?_) ((sum_proj_le W ho).trans (by exact_mod_cast hW))
    refine Finset.sum_congr rfl fun a _ => ?_
    rw [map_smul, norm_smul, mul_pow, Complex.norm_real, Real.norm_eq_abs, sq_abs, inv_pow,
      Real.sq_sqrt (h0 a), div_eq_inv_mul]
  have hb := weighted_sum_le (eigval v) _ T h0 (fun a => div_nonneg (sq_nonneg _) (h0 a))
    (fun a => div_le_one_of_le₀ (hP a) (h0 a)) hsum hT
  have hm : ∀ a, eigval v a * (‖W.starProjection (canonicalVector v a)‖ ^ 2 / eigval v a)
      = ‖W.starProjection (canonicalVector v a)‖ ^ 2 := by
    intro a
    rcases eq_or_ne (eigval v a) 0 with h | h
    · have hz := hP a
      rw [h] at hz
      rw [le_antisymm hz (sq_nonneg _), h, zero_mul]
    · exact mul_div_cancel₀ _ h
  simp only [hm] at hb
  rw [residual_eq]
  simp only [norm_sub_proj_sq, hn, Finset.sum_sub_distrib]
  linarith [Finset.sum_add_sum_compl T (eigval v)]

end

end CanonicalTruncation
```

For a leading set $T$ of size $k$, the sum $\sum_{a\notin T}\lambda_a$ is the least value of $R(W)$ over all subspaces with $\dim W\le k$. `IsLeast` has two parts: the value is attained, and no admissible value is smaller.

The kept canonical space attains it. It is spanned by $k$ vectors, so its dimension is at most $k$, and its error was computed above.

For the lower bound, take any $W$ with $\dim W\le k$ and set $p_a=\|P_Wu_a\|^2/\lambda_a$ when $\lambda_a>0$, and $p_a=0$ otherwise, which is also what Lean's division by zero returns. The vectors $u_a/\sqrt{\lambda_a}$ with $\lambda_a>0$ are orthonormal (`ho`), so $\sum_ap_a\le\dim W\le k$ (`hsum`). Projection does not lengthen vectors, so $0\le p_a\le1$. In every case $\lambda_ap_a=\|P_Wu_a\|^2$ (`hm`), since $u_a=0$ when $\lambda_a=0$. The weight bound then gives

$$R(W)=\sum_a\big(\lambda_a-\|P_Wu_a\|^2\big)\ge\sum_a\lambda_a-\sum_{a\in T}\lambda_a=\sum_{a\notin T}\lambda_a .$$

In electronic structure this bears on the removal of near linear dependence from a finite one-particle basis by canonical orthogonalisation, where the discarded eigenvalues add up to the total squared error of representing the original functions. That error depends on how the $v_i$ are scaled, and it is not an error in an energy.

Orbitals live in an infinite-dimensional space, whereas `E` is finite-dimensional. The step between them is to apply the theorem, for each competing $W$, inside the finite-dimensional space spanned by $W$ and the $v_i$ together.

```lean
#print axioms CanonicalTruncation.exists_isLeading
-- 'CanonicalTruncation.exists_isLeading' depends on axioms: [propext, Classical.choice, Quot.sound]
#print axioms CanonicalTruncation.canonical_truncation_optimal
-- 'CanonicalTruncation.canonical_truncation_optimal' depends on axioms: [propext, Classical.choice, Quot.sound]
```
